# Degeneracies convolve for two non-interacting systems of finite dimension

If the degeneracy of a composite energy of two distinguishable, non-interacting systems is taken from a single pair of subsystem levels, the count comes out too small whenever another pair has the same sum. When both systems are finite-dimensional with Hermitian Hamiltonians, the correct number is found by multiplying the two degeneracies in each pair of levels that adds up to the composite energy, and summing over all such pairs.

```lean
import Mathlib

open Matrix
open scoped Kronecker

namespace NonInteractingDegeneracy

noncomputable section

variable {m n : Type*} [Fintype m] [DecidableEq m] [Fintype n] [DecidableEq n]

/-- The degeneracy of the energy `E` for the matrix `A`: the complex dimension of the kernel
of `A - E`. -/
def degeneracy (A : Matrix n n ℂ) (E : ℝ) : ℕ :=
  Module.finrank ℂ (LinearMap.ker (Matrix.mulVecLin (A - (E : ℂ) • (1 : Matrix n n ℂ))))

/-- The Hamiltonian `H ⊗ 1 + 1 ⊗ K` of two subsystems that do not interact. -/
def total (H : Matrix m m ℂ) (K : Matrix n n ℂ) : Matrix (m × n) (m × n) ℂ :=
  H ⊗ₖ (1 : Matrix n n ℂ) + (1 : Matrix m m ℂ) ⊗ₖ K

/-- The finite set of distinct eigenvalues of a Hermitian matrix. -/
def levels {H : Matrix m m ℂ} (hH : H.IsHermitian) : Finset ℝ :=
  Finset.univ.image hH.eigenvalues

/-- If `A = P D Q` with `P Q = 1` and `D` real diagonal, the degeneracy of `E` is the number of
diagonal entries of `D` equal to `E`. -/
theorem degeneracy_of_diagonalised {A P Q : Matrix n n ℂ} {d : n → ℝ} (hPQ : P * Q = 1)
    (hA : A = P * diagonal (fun i => (d i : ℂ)) * Q) (E : ℝ) :
    degeneracy A E = (Finset.univ.filter (fun i => d i = E)).card := by
  -- the shifted matrix is diagonalised by the same change of basis
  have hshift : A - (E : ℂ) • (1 : Matrix n n ℂ)
      = P * diagonal (fun i => (d i : ℂ) - (E : ℂ)) * Q := by
    have hd : diagonal (fun i => (d i : ℂ) - (E : ℂ))
        = diagonal (fun i => (d i : ℂ)) - (E : ℂ) • (1 : Matrix n n ℂ) := by
      ext i j
      by_cases h : i = j
      · subst h; simp
      · simp [h]
    rw [hd, hA, Matrix.mul_sub, Matrix.sub_mul, Matrix.mul_smul, Matrix.smul_mul,
      Matrix.mul_one, hPQ]
  -- its rank counts the entries different from `E`
  have hrank : (A - (E : ℂ) • (1 : Matrix n n ℂ)).rank
      = (Finset.univ.filter (fun i => ¬ d i = E)).card := by
    rw [hshift, Matrix.rank_mul_eq_left_of_isUnit_det _ _
        (Matrix.isUnit_det_of_left_inverse hPQ),
      Matrix.rank_mul_eq_right_of_isUnit_det _ _ (Matrix.isUnit_det_of_right_inverse hPQ),
      Matrix.rank_diagonal, Fintype.card_subtype]
    congr 1
    ext i
    simp [sub_eq_zero]
  have hsplit : (Finset.univ.filter (fun i => d i = E)).card
      + (Finset.univ.filter (fun i => ¬ d i = E)).card = Fintype.card n := by
    rw [Finset.card_filter, Finset.card_filter, ← Finset.sum_add_distrib, ← Finset.card_univ,
      Finset.card_eq_sum_ones]
    refine Finset.sum_congr rfl fun i _ => ?_
    by_cases h : d i = E <;> simp [h]
  -- rank-nullity
  have hnull := LinearMap.finrank_range_add_finrank_ker
    (Matrix.mulVecLin (A - (E : ℂ) • (1 : Matrix n n ℂ)))
  rw [Module.finrank_fintype_fun_eq_card] at hnull
  unfold Matrix.rank at hrank
  unfold degeneracy
  omega

/-- A Hermitian matrix is brought to the diagonal matrix of its eigenvalues by a unitary `U`. -/
theorem exists_unitary_diagonalisation {A : Matrix n n ℂ} (hA : A.IsHermitian) :
    ∃ U : Matrix n n ℂ, U * star U = 1 ∧
      A = U * diagonal (fun i => (hA.eigenvalues i : ℂ)) * star U := by
  refine ⟨hA.eigenvectorUnitary,
    Matrix.mem_unitaryGroup_iff.mp hA.eigenvectorUnitary.2, ?_⟩
  have h := hA.spectral_theorem
  rw [Unitary.conjStarAlgAut_apply] at h
  exact h

/-- For a Hermitian matrix, the degeneracy of `E` is the number of times `E` occurs in the list
of eigenvalues. -/
theorem degeneracy_eq_card {A : Matrix n n ℂ} (hA : A.IsHermitian) (E : ℝ) :
    degeneracy A E = (Finset.univ.filter (fun i => hA.eigenvalues i = E)).card := by
  obtain ⟨U, hU, hAU⟩ := exists_unitary_diagonalisation hA
  exact degeneracy_of_diagonalised hU hAU E

/-- The levels of a Hermitian matrix are exactly the real energies of nonzero degeneracy. -/
theorem mem_levels {H : Matrix m m ℂ} (hH : H.IsHermitian) (a : ℝ) :
    a ∈ levels hH ↔ degeneracy H a ≠ 0 := by
  rw [degeneracy_eq_card hH, Finset.card_ne_zero]
  simp [levels, Finset.Nonempty]

/-- If `H = P D Q` and `K = R F S` with `P Q = 1`, `R S = 1` and `D`, `F` real diagonal, then
`P ⊗ R` and `Q ⊗ S` diagonalise `H ⊗ 1 + 1 ⊗ K`, and the diagonal entries are the sums of those
of `D` and `F`. -/
theorem total_diagonalised {H P Q : Matrix m m ℂ} {K R S : Matrix n n ℂ}
    {d : m → ℝ} {e : n → ℝ} (hPQ : P * Q = 1) (hRS : R * S = 1)
    (hH : H = P * diagonal (fun i => (d i : ℂ)) * Q)
    (hK : K = R * diagonal (fun j => (e j : ℂ)) * S) :
    total H K = (P ⊗ₖ R) * diagonal (fun p : m × n => ((d p.1 + e p.2 : ℝ) : ℂ)) * (Q ⊗ₖ S) := by
  have hdiag : diagonal (fun p : m × n => ((d p.1 + e p.2 : ℝ) : ℂ))
      = diagonal (fun i => (d i : ℂ)) ⊗ₖ (1 : Matrix n n ℂ)
        + (1 : Matrix m m ℂ) ⊗ₖ diagonal (fun j => (e j : ℂ)) := by
    ext ⟨i, j⟩ ⟨k, l⟩
    by_cases h : i = k <;> by_cases h' : j = l <;>
      simp [Matrix.kroneckerMap_apply, h, h']
  rw [hdiag, Matrix.mul_add, Matrix.add_mul]
  simp only [← Matrix.mul_kronecker_mul, Matrix.mul_one, hPQ, hRS, ← hH, ← hK]
  rfl

/-- Degeneracies convolve: for Hermitian `H` and `K`, the degeneracy of `E` for `H ⊗ 1 + 1 ⊗ K`
is the sum, over the distinct eigenvalues `a` of `H`, of the degeneracy of `a` for `H` times that
of `E - a` for `K`. -/
theorem degeneracy_total {H : Matrix m m ℂ} {K : Matrix n n ℂ} (hH : H.IsHermitian)
    (hK : K.IsHermitian) (E : ℝ) :
    degeneracy (total H K) E = ∑ a ∈ levels hH, degeneracy H a * degeneracy K (E - a) := by
  obtain ⟨U, hU, hHU⟩ := exists_unitary_diagonalisation hH
  obtain ⟨V, hV, hKV⟩ := exists_unitary_diagonalisation hK
  have hUV : (U ⊗ₖ V) * (star U ⊗ₖ star V) = 1 := by
    rw [← Matrix.mul_kronecker_mul, hU, hV, Matrix.one_kronecker_one]
  rw [degeneracy_of_diagonalised hUV (total_diagonalised hU hV hHU hKV) E]
  -- group the pairs of eigenstates by the energy of the first subsystem
  rw [Finset.card_eq_sum_card_fiberwise (f := fun p : m × n => hH.eigenvalues p.1)
    (t := levels hH)
    (fun p _ => Finset.mem_coe.2 (Finset.mem_image_of_mem _ (Finset.mem_univ _)))]
  refine Finset.sum_congr rfl fun a _ => ?_
  rw [degeneracy_eq_card hH, degeneracy_eq_card hK, ← Finset.card_product]
  congr 1
  ext ⟨i, j⟩
  simp only [Finset.mem_filter, Finset.mem_univ, true_and, Finset.mem_product]
  constructor
  · rintro ⟨h1, h2⟩
    exact ⟨h2, by linarith⟩
  · rintro ⟨h1, h2⟩
    exact ⟨by linarith, h1⟩

/-- For Hermitian `H` and `K`, a real `E` is an eigenvalue of `H ⊗ 1 + 1 ⊗ K` exactly when it is
the sum of an eigenvalue of `H` and an eigenvalue of `K`. -/
theorem level_total_iff {H : Matrix m m ℂ} {K : Matrix n n ℂ} (hH : H.IsHermitian)
    (hK : K.IsHermitian) (E : ℝ) :
    degeneracy (total H K) E ≠ 0 ↔
      ∃ a b : ℝ, degeneracy H a ≠ 0 ∧ degeneracy K b ≠ 0 ∧ a + b = E := by
  rw [degeneracy_total hH hK]
  constructor
  · intro h
    obtain ⟨a, _, ha⟩ := Finset.exists_ne_zero_of_sum_ne_zero h
    exact ⟨a, E - a, left_ne_zero_of_mul ha, right_ne_zero_of_mul ha, by ring⟩
  · rintro ⟨a, b, ha, hb, rfl⟩ h0
    have h := Finset.sum_eq_zero_iff.1 h0 a ((mem_levels hH a).2 ha)
    rw [add_sub_cancel_left] at h
    exact mul_ne_zero ha hb h

/-- If no eigenvalue of the Hermitian matrix `H` lies below `a₀` and none of the Hermitian matrix
`K` below `b₀`, the degeneracy of `a₀ + b₀` for `H ⊗ 1 + 1 ⊗ K` is the product of the degeneracies
of `a₀` for `H` and `b₀` for `K`. -/
theorem ground_degeneracy_total {H : Matrix m m ℂ} {K : Matrix n n ℂ} (hH : H.IsHermitian)
    (hK : K.IsHermitian) {a₀ b₀ : ℝ} (ha : ∀ a, degeneracy H a ≠ 0 → a₀ ≤ a)
    (hb : ∀ b, degeneracy K b ≠ 0 → b₀ ≤ b) :
    degeneracy (total H K) (a₀ + b₀) = degeneracy H a₀ * degeneracy K b₀ := by
  rw [degeneracy_total hH hK, Finset.sum_eq_single a₀]
  · rw [add_sub_cancel_left]
  · -- an excited first subsystem would push the second below its lower bound
    intro a hmem hne
    by_contra h
    have h1 := ha a ((mem_levels hH a).1 hmem)
    have h2 := hb _ (right_ne_zero_of_mul h)
    exact hne (by linarith)
  · intro hmem
    have h0 : degeneracy H a₀ = 0 := by
      by_contra h
      exact hmem ((mem_levels hH a₀).2 h)
    rw [h0, zero_mul]

end

end NonInteractingDegeneracy
```

```lean
#print axioms NonInteractingDegeneracy.degeneracy_total
#print axioms NonInteractingDegeneracy.level_total_iff
#print axioms NonInteractingDegeneracy.ground_degeneracy_total
```

```
'NonInteractingDegeneracy.degeneracy_total' depends on axioms: [propext, Classical.choice, Quot.sound]
'NonInteractingDegeneracy.level_total_iff' depends on axioms: [propext, Classical.choice, Quot.sound]
'NonInteractingDegeneracy.ground_degeneracy_total' depends on axioms: [propext, Classical.choice, Quot.sound]
```

## Counting product states at a fixed energy

Let $H$ and $K$ be the Hamiltonians of the subsystems, and let $T = H\otimes 1 + 1\otimes K$. Write $g_A(E) = \dim\ker(A-E)$ for the number of independent eigenvectors of $A$ at energy $E$. The claim is

$$g_T(E)=\sum_{a} g_H(a)\,g_K(E-a),$$

where $a$ runs over the distinct eigenvalues of $H$.

Choose orthonormal eigenbases $Hu_i=d_iu_i$ and $Kv_j=e_jv_j$. The products $u_i\otimes v_j$ form a basis of the composite space, and

$$T(u_i\otimes v_j)=(d_i+e_j)\,u_i\otimes v_j .$$

For $\psi=\sum_{ij}c_{ij}\,u_i\otimes v_j$, the equation $(T-E)\psi=0$ means $c_{ij}(d_i+e_j-E)=0$ for every pair. The kernel is therefore spanned by the products with $d_i+e_j=E$, and $g_T(E)$ is the number of such pairs. In the same way, $g_H(a)$ is the number of $i$ with $d_i=a$, and likewise for $K$.

Now group the pairs by $a=d_i$. Within a group, $i$ is any index with $d_i=a$ and $j$ is any index with $e_j=E-a$. These choices are independent, so the group has $g_H(a)\,g_K(E-a)$ members, and summing over $a$ gives the claim.

Two spins with energies $\pm\varepsilon$ each, $\varepsilon>0$, show the effect: at $E=0$ the sum is $1\cdot1+1\cdot1=2$.

Two consequences follow:

- The terms are non-negative integers, so $g_T(E)\neq0$ exactly when $E$ is a sum of an eigenvalue of $H$ and one of $K$.
- Let $a_0$ and $b_0$ be lower bounds of the two spectra, and let $E=a_0+b_0$. A nonzero term needs $a\ge a_0$ and $E-a\ge b_0$, hence $a=a_0$, and $g_T(E)=g_H(a_0)\,g_K(b_0)$. If both bounds are attained, this is the ground-state degeneracy.

## Energies, levels and the composite Hamiltonian in Lean

`degeneracy A E` is $g_A(E)$. Unlike the textbook word, it is also defined when $E$ is not an eigenvalue, and is then zero. `total H K` is $T$, with the pairs in `m × n` labelling the product basis. `levels hH` is the set of distinct eigenvalues of $H$, and `mem_levels` identifies it with the real energies of nonzero degeneracy.

The main theorem, `degeneracy_total`, assumes only that both matrices are Hermitian and that $E$ is real. The model uses the full tensor product, which suits distinguishable subsystems; passing to identical particles requires restriction to symmetric or antisymmetric states, where the count can be smaller.

For finite systems without interaction, $g_T(E)$ is the size of the block that first-order degenerate perturbation theory diagonalises when a weak coupling is added.

## From diagonal forms to the convolution

Lean counts by rank instead of expanding $\psi$. In `degeneracy_of_diagonalised`, $A-E=P(D-E)Q$ with $P$ and $Q$ invertible, so the rank is the number of diagonal entries different from $E$. Rank-nullity leaves the entries equal to $E$ for the kernel.

The spectral theorem supplies the diagonal form in `exists_unitary_diagonalisation`, and `degeneracy_eq_card` combines the two. `total_diagonalised` is the product-basis step: $P\otimes R$ and $Q\otimes S$ bring $T$ to diagonal form with entries $d_i+e_j$.

In `degeneracy_total`, `Finset.card_eq_sum_card_fiberwise` groups the pairs by $d_i$, and `Finset.card_product` counts each group as a product set. `level_total_iff` picks out a nonzero term of the sum, while `ground_degeneracy_total` uses `Finset.sum_eq_single` to keep only $a_0$.

## Nilpotent matrices and algebraic multiplicity

Real spectra alone do not suffice. Take $H=K=N=\begin{pmatrix}0&1\\0&0\end{pmatrix}$, whose only eigenvalue is $0$, with a one-dimensional kernel. The convolution at $E=0$ gives $1$. With $x_1,x_2$ the standard basis vectors, however, $N\otimes1+1\otimes N$ annihilates both $x_1\otimes x_1$ and $x_1\otimes x_2-x_2\otimes x_1$, and its kernel has dimension $2$.

Degeneracy could also be modelled as the multiplicity of a root of the characteristic polynomial. The convolution would then hold for all complex square matrices, with complex energies allowed; here it reads $4=2\cdot2$. For non-Hermitian matrices, however, that number need not count independent eigenvectors.
